# In the Hubbard dimer, the RHF spin response diverges as U rises to 2t while the exact singlet stays below the triplet

## Does the divergence signal a level crossing?

When I compute nuclear spin-spin couplings for a molecule with a stretched bond, restricted Hartree–Fock can give absurdly large values, because its response to a spin-dependent perturbation blows up. The smallest model I know that shows this is the two-electron Hubbard dimer, with hopping t > 0 and on-site repulsion U. There the suitably normalised RHF response to a staggered magnetic field should be 1/(2t − U), although the exact singlet never reaches the triplet. Can both statements be derived from the Hamiltonian and checked by machine?

## The RHF curvature vanishes, but the singlet stays below

Both can, and the divergence does not signal a level crossing. Number the sites 0 and 1. Give the spin-up electron the orbital (c, s) and the spin-down electron its mirror image (s, c), where c = cos(π/4 − φ/2) and s = sin(π/4 − φ/2). At φ = 0 both are the bonding orbital, which is RHF. Then 2sc = cos φ and c² − s² = sin φ.

Each electron has hopping energy −2tsc, and double occupation has probability 2s²c², so

E(φ) = −2t cos φ + (U/2) cos² φ.

The staggered spin, the probability of up on 0 and down on 1 minus that of the reverse, is

M = c⁴ − s⁴ = c² − s² = sin φ.

The slope is E′(φ) = 2t sin φ − U sin φ cos φ, hence E″(0) = 2t − U. For the global minimum, factorise:

E(φ) − E(0) = (1 − cos φ)[2t − (U/2)(1 + cos φ)].

If U ≤ 2t, neither factor is negative. If U > 2t, choosing cos φ = 2t/U gives −(U/2)(1 − 2t/U)² < 0.

A staggered field h adds −hM to the energy. Stationarity becomes

2t sin φ − U sin φ cos φ − h cos φ = 0.

Differentiating at h = 0, φ = 0 gives (2t − U)φ′(0) = 1, and the response is χ = M′(0) = φ′(0). Conversely, near φ = 0 the condition reads h = 2t tan φ − U sin φ, which can be inverted if U ≠ 2t. At U = 2t there is no finite χ.

For the exact states, use the normalised covalent singlet, with amplitudes 1/√2 on (0,1) and (1,0), and the even ionic singlet, with 1/√2 on (0,0) and (1,1). The Hamiltonian is [[0, −2t], [−2t, U]], with secular equation e² − Ue − 4t² = 0 and lower root

E_S = (U − √(U² + 16t²))/2 < 0,

since the square root exceeds U. In the triplet the hopping terms cancel and no site is doubly occupied, so its energy is 0.

Take t = 1 and U = 3. RHF gives −1/2, the broken-symmetry determinant with cos φ = 2/3 gives −2/3, and the exact singlet has (3 − 5)/2 = −1. Below the instability, U = 1.9 gives χ = 10.

In Lean 4 with Mathlib:

```lean
import Mathlib

open Filter Topology Matrix

namespace HubbardDimerTripletInstability

noncomputable section

/-- The Hubbard Hamiltonian of the dimer, acting on amplitudes `ψ i j` with the spin-up electron
on site `i` and the spin-down electron on site `j`. -/
def hubbard (t U : ℝ) (ψ : Fin 2 → Fin 2 → ℝ) : Fin 2 → Fin 2 → ℝ :=
  fun i j => -t * (ψ (1 - i) j + ψ i (1 - j)) + if i = j then U * ψ i j else 0

/-- The determinant whose spin-up and spin-down orbitals are mirror images of each other;
at `φ = 0` both are the bonding orbital, which is the RHF state. -/
def determinant (φ : ℝ) : Fin 2 → Fin 2 → ℝ := fun i j =>
  ![Real.cos (Real.pi / 4 - φ / 2), Real.sin (Real.pi / 4 - φ / 2)] i *
    ![Real.sin (Real.pi / 4 - φ / 2), Real.cos (Real.pi / 4 - φ / 2)] j

/-- The energy expectation value of the determinant with angle `φ`. -/
def energy (t U φ : ℝ) : ℝ :=
  ∑ i, ∑ j, determinant φ i j * hubbard t U (determinant φ) i j

/-- The staggered spin: the probability of up on the first site and down on the second,
minus the probability of the reverse arrangement. -/
def staggeredSpin (φ : ℝ) : ℝ := determinant φ 0 1 ^ 2 - determinant φ 1 0 ^ 2

/-- The energy of the determinant in a staggered magnetic field `h`. -/
def fieldEnergy (t U h φ : ℝ) : ℝ := energy t U φ - h * staggeredSpin φ

/-- `χ` is an RHF response coefficient: along a branch of stationary determinants that starts at
the RHF state and is differentiable at zero field, the staggered spin grows at the rate `χ`. -/
def IsRHFResponse (t U χ : ℝ) : Prop :=
  ∃ φ : ℝ → ℝ, φ 0 = 0 ∧ DifferentiableAt ℝ φ 0 ∧
    (∀ᶠ h in 𝓝 0, HasDerivAt (fieldEnergy t U h) 0 (φ h)) ∧
    HasDerivAt (fun h => staggeredSpin (φ h)) χ 0

/-- The Hamiltonian in the basis of the covalent singlet and the even ionic singlet. -/
def singletBlock (t U : ℝ) : Matrix (Fin 2) (Fin 2) ℝ := !![0, -2 * t; -2 * t, U]

/-- The unnormalised singlet with amplitude `v 0` on both covalent arrangements and `v 1` on both
ionic ones. -/
def singlet (v : Fin 2 → ℝ) : Fin 2 → Fin 2 → ℝ := fun i j => if i = j then v 1 else v 0

/-- The closed expression for the lower singlet energy. -/
def singletEnergy (t U : ℝ) : ℝ := (U - √(U ^ 2 + 16 * t ^ 2)) / 2

/-- The determinant energy is `-2t cos φ + (U/2) cos² φ`. -/
theorem energy_eq (t U φ : ℝ) :
    energy t U φ = -2 * t * Real.cos φ + U / 2 * Real.cos φ ^ 2 := by
  have h1 : Real.cos φ =
      2 * Real.sin (Real.pi / 4 - φ / 2) * Real.cos (Real.pi / 4 - φ / 2) := by
    rw [← Real.sin_two_mul, show 2 * (Real.pi / 4 - φ / 2) = Real.pi / 2 - φ by ring,
      Real.sin_pi_div_two_sub]
  have h2 := Real.sin_sq_add_cos_sq (Real.pi / 4 - φ / 2)
  rw [h1]
  simp only [energy, hubbard, determinant]
  generalize Real.cos (Real.pi / 4 - φ / 2) = c at h2 ⊢
  generalize Real.sin (Real.pi / 4 - φ / 2) = s at h2 ⊢
  simp [Fin.sum_univ_two]
  linear_combination (-4 * t * s * c) * h2

/-- The staggered spin of the determinant is `sin φ`. -/
theorem staggeredSpin_eq (φ : ℝ) : staggeredSpin φ = Real.sin φ := by
  have h1 : Real.sin φ = 2 * Real.cos (Real.pi / 4 - φ / 2) ^ 2 - 1 := by
    rw [← Real.cos_two_mul, show 2 * (Real.pi / 4 - φ / 2) = Real.pi / 2 - φ by ring,
      Real.cos_pi_div_two_sub]
  have h2 := Real.sin_sq_add_cos_sq (Real.pi / 4 - φ / 2)
  rw [h1]
  simp only [staggeredSpin, determinant, Matrix.cons_val_zero, Matrix.cons_val_one]
  linear_combination (Real.cos (Real.pi / 4 - φ / 2) ^ 2
    - Real.sin (Real.pi / 4 - φ / 2) ^ 2 - 1) * h2

/-- The slope of the determinant energy in a staggered field `h`. -/
theorem hasDerivAt_fieldEnergy (t U h x : ℝ) : HasDerivAt (fieldEnergy t U h)
    (2 * t * Real.sin x - U * (Real.sin x * Real.cos x) - h * Real.cos x) x := by
  have e : fieldEnergy t U h = fun y => -2 * t * Real.cos y
      + U / 2 * (Real.cos y * Real.cos y) - h * Real.sin y := by
    funext y
    rw [fieldEnergy, energy_eq, staggeredSpin_eq]
    ring
  have hc := Real.hasDerivAt_cos x
  rw [e]
  exact (((hc.const_mul (-2 * t)).fun_add ((hc.fun_mul hc).const_mul (U / 2))).fun_sub
    ((Real.hasDerivAt_sin x).const_mul h)).congr_deriv (by ring)

/-- The curvature of the energy at the RHF state is `2t - U`. -/
theorem rhf_curvature (t U : ℝ) : HasDerivAt (deriv (energy t U)) (2 * t - U) 0 := by
  have e : deriv (energy t U) =
      fun x => 2 * t * Real.sin x - U * (Real.sin x * Real.cos x) := by
    funext x
    have h := hasDerivAt_fieldEnergy t U 0 x
    have e0 : fieldEnergy t U 0 = energy t U := by
      funext y
      simp [fieldEnergy]
    rw [e0] at h
    rw [h.deriv]
    ring
  have hs := Real.hasDerivAt_sin 0
  rw [e]
  exact ((hs.const_mul (2 * t)).fun_sub
    ((hs.fun_mul (Real.hasDerivAt_cos 0)).const_mul U)).congr_deriv (by simp)

/-- For `t > 0` the RHF state is a global minimum among these determinants exactly when
`U ≤ 2t`. -/
theorem rhf_global_min_iff {t : ℝ} (ht : 0 < t) (U : ℝ) :
    (∀ φ, energy t U 0 ≤ energy t U φ) ↔ U ≤ 2 * t := by
  simp only [energy_eq, Real.cos_zero]
  constructor
  · intro h
    by_contra hU
    have hU : 2 * t < U := not_le.mp hU
    have hU0 : 0 < U := by linarith
    -- the broken-symmetry determinant has cos φ = 2t/U
    have h1 : 2 * t / U < 1 := (div_lt_one hU0).mpr hU
    have h0 : 0 < 2 * t / U := by positivity
    have hm : 2 * t / U * U = 2 * t := div_mul_cancel₀ _ hU0.ne'
    have hφ := h (Real.arccos (2 * t / U))
    rw [Real.cos_arccos (by linarith) h1.le] at hφ
    generalize 2 * t / U = c at *
    have hp : 0 < U * (1 - c) ^ 2 := mul_pos hU0 (pow_pos (by linarith) 2)
    have e : 2 * t * c = c * U * c := by rw [hm]
    nlinarith
  · intro hU φ
    have h1 := Real.cos_le_one φ
    have h2 := Real.neg_one_le_cos φ
    have h3 : 0 ≤ 2 * t - U / 2 * (1 + Real.cos φ) := by nlinarith
    nlinarith [mul_nonneg (sub_nonneg.mpr h1) h3]

/-- A number `χ` is an RHF response coefficient exactly when `(2t - U) χ = 1`. -/
theorem isRHFResponse_iff (t U χ : ℝ) : IsRHFResponse t U χ ↔ (2 * t - U) * χ = 1 := by
  constructor
  · rintro ⟨φ, h0, hφ, hst, hM⟩
    simp only [staggeredSpin_eq] at hM
    have hC := hφ.hasDerivAt.cos
    -- differentiate the stationarity condition with respect to the field
    have hg := ((hM.const_mul (2 * t)).fun_sub ((hM.fun_mul hC).const_mul U)).fun_sub
      ((hasDerivAt_id' (0 : ℝ)).fun_mul hC)
    have hz := (hasDerivAt_const (0 : ℝ) (0 : ℝ)).congr_of_eventuallyEq
      (hst.mono fun h hh => (hasDerivAt_fieldEnergy t U h (φ h)).unique hh)
    have key := hg.unique hz
    simp only [h0, Real.cos_zero, Real.sin_zero] at key
    linear_combination key
  · intro hχ
    have hne : 2 * t - U ≠ 0 := left_ne_zero_of_mul_eq_one hχ
    -- the field as a function of the angle, inverted near the RHF state
    have hf : HasStrictDerivAt (fun x => 2 * t * Real.tan x - U * Real.sin x)
        (2 * t - U) 0 := by
      have h := ((Real.hasStrictDerivAt_tan (x := 0) (by simp)).const_mul (2 * t)).sub
        ((Real.hasStrictDerivAt_sin 0).const_mul U)
      have e : 2 * t - U = 2 * t * (1 / Real.cos 0 ^ 2) - U * Real.cos 0 := by simp
      rw [e]
      exact h
    have F := hf.hasStrictFDerivAt_equiv hne
    obtain ⟨φ, h0, hinv, hd⟩ : ∃ φ : ℝ → ℝ, φ (2 * t * Real.tan 0 - U * Real.sin 0) = 0 ∧
        (∀ᶠ y in 𝓝 (2 * t * Real.tan 0 - U * Real.sin 0),
          2 * t * Real.tan (φ y) - U * Real.sin (φ y) = y) ∧
        HasDerivAt φ (2 * t - U)⁻¹ (2 * t * Real.tan 0 - U * Real.sin 0) :=
      ⟨hf.localInverse _ _ _ hne, F.localInverse_apply_image, F.eventually_right_inverse,
        (hf.to_localInverse hne).hasDerivAt⟩
    rw [show 2 * t * Real.tan 0 - U * Real.sin 0 = 0 by simp] at h0 hinv hd
    have hcos : ∀ᶠ h in 𝓝 0, Real.cos (φ h) ≠ 0 :=
      hd.cos.continuousAt.eventually_ne (by simp [h0])
    refine ⟨φ, h0, hd.differentiableAt, ?_, ?_⟩
    · filter_upwards [hinv, hcos] with h e hc
      have ht := Real.tan_mul_cos hc
      exact (hasDerivAt_fieldEnergy t U h (φ h)).congr_deriv
        (by linear_combination Real.cos (φ h) * e - 2 * t * ht)
    · simp only [staggeredSpin_eq]
      exact hd.sin.congr_deriv
        (by rw [h0, Real.cos_zero, one_mul, eq_inv_of_mul_eq_one_right hχ])

/-- The Hamiltonian maps each state `singlet v` to `singlet (singletBlock t U *ᵥ v)`, and the
triplet has energy zero. -/
theorem hubbard_singlet_triplet (t U : ℝ) :
    (∀ v, hubbard t U (singlet v) = singlet (singletBlock t U *ᵥ v)) ∧
      hubbard t U ![![0, 1], ![-1, 0]] = 0 := by
  constructor
  · intro v
    funext i j
    fin_cases i <;> fin_cases j <;>
      simp [hubbard, singlet, singletBlock, Matrix.mulVec, dotProduct, Fin.sum_univ_two] <;> ring
  · funext i j
    fin_cases i <;> fin_cases j <;> simp [hubbard]

/-- For `t > 0` the lowest eigenvalue of the singlet block is `(U - √(U² + 16t²))/2`. -/
theorem singletEnergy_isLeast {t : ℝ} (ht : 0 < t) (U : ℝ) :
    IsLeast {e : ℝ | ∃ v : Fin 2 → ℝ, v ≠ 0 ∧ singletBlock t U *ᵥ v = e • v}
      (singletEnergy t U) := by
  constructor
  · have hs : √(U ^ 2 + 16 * t ^ 2) ^ 2 = U ^ 2 + 16 * t ^ 2 := Real.sq_sqrt (by positivity)
    refine ⟨![2 * t, -singletEnergy t U], fun h => ?_, ?_⟩
    · have h0 := congrFun h 0
      simp only [Matrix.cons_val_zero, Pi.zero_apply] at h0
      linarith
    · funext i
      fin_cases i
      · simp [singletBlock, Matrix.mulVec, dotProduct, Fin.sum_univ_two]
        ring
      · simp [singletBlock, Matrix.mulVec, dotProduct, Fin.sum_univ_two, singletEnergy]
        linear_combination hs / 4
  · rintro e ⟨v, hv, he⟩
    have e0 : -2 * t * v 1 = e * v 0 := by
      have h := congrFun he 0
      simp [singletBlock, Matrix.mulVec, dotProduct, Fin.sum_univ_two] at h
      linarith
    have e1 : -2 * t * v 0 + U * v 1 = e * v 1 := by
      have h := congrFun he 1
      simp [singletBlock, Matrix.mulVec, dotProduct, Fin.sum_univ_two] at h
      linarith
    have hv1 : v 1 ≠ 0 := by
      intro h1
      have h0 : v 0 = 0 := by
        have h : t * v 0 = 0 := by
          rw [h1] at e1
          linarith
        exact (mul_eq_zero.mp h).resolve_left ht.ne'
      apply hv
      funext i
      fin_cases i
      · exact h0
      · exact h1
    -- the secular equation
    have hsec : e ^ 2 - U * e - 4 * t ^ 2 = 0 := by
      apply (mul_eq_zero.mp _).resolve_right hv1
      linear_combination 2 * t * e0 - e * e1
    have hab := Real.abs_le_sqrt
      (show (2 * e - U) ^ 2 ≤ U ^ 2 + 16 * t ^ 2 by nlinarith)
    have hlow := (abs_le.mp hab).1
    rw [singletEnergy]
    linarith

/-- For `t > 0` the RHF response is `1/(2t - U)` below `U = 2t` and diverges as `U` rises to
`2t`, while the lower singlet energy is below the triplet energy zero for every `U`. -/
theorem rhf_response_diverges_singlet_below_triplet {t : ℝ} (ht : 0 < t) :
    (∀ U < 2 * t, IsRHFResponse t U (1 / (2 * t - U))) ∧
      Tendsto (fun U => 1 / (2 * t - U)) (𝓝[<] (2 * t)) atTop ∧
      ∀ U, singletEnergy t U < 0 := by
  refine ⟨fun U hU => ?_, ?_, fun U => ?_⟩
  · rw [isRHFResponse_iff]
    exact mul_one_div_cancel (by linarith)
  · have h : Tendsto (fun U => 2 * t - U) (𝓝[<] (2 * t)) (𝓝[>] 0) := by
      refine tendsto_nhdsWithin_iff.mpr ⟨?_, ?_⟩
      · have hc : Continuous fun U : ℝ => 2 * t - U := by fun_prop
        exact (hc.tendsto' _ _ (by simp)).mono_left nhdsWithin_le_nhds
      · filter_upwards [self_mem_nhdsWithin] with U hU
        have hlt : U < 2 * t := hU
        have hpos : 0 < 2 * t - U := by linarith
        exact hpos
    simp only [one_div]
    exact tendsto_inv_nhdsGT_zero.comp h
  · have h : U < √(U ^ 2 + 16 * t ^ 2) :=
      Real.lt_sqrt_of_sq_lt (by nlinarith [pow_pos ht 2])
    rw [singletEnergy]
    linarith

end

end HubbardDimerTripletInstability
```

```lean
#print axioms HubbardDimerTripletInstability.rhf_global_min_iff
#print axioms HubbardDimerTripletInstability.hubbard_singlet_triplet
#print axioms HubbardDimerTripletInstability.singletEnergy_isLeast
#print axioms HubbardDimerTripletInstability.rhf_response_diverges_singlet_below_triplet
```

```
'HubbardDimerTripletInstability.rhf_global_min_iff' depends on axioms: [propext, Classical.choice, Quot.sound]
'HubbardDimerTripletInstability.hubbard_singlet_triplet' depends on axioms: [propext, Classical.choice, Quot.sound]
'HubbardDimerTripletInstability.singletEnergy_isLeast' depends on axioms: [propext, Classical.choice, Quot.sound]
'HubbardDimerTripletInstability.rhf_response_diverges_singlet_below_triplet' depends on axioms: [propext, Classical.choice, Quot.sound]
```

In the file, `ψ i j` is the amplitude for spin up on site `i` and spin down on site `j`. `energy` and `staggeredSpin` are computed from the determinant, not postulated. `IsRHFResponse t U χ` says that a branch of stationary determinants starts at RHF, is differentiable at zero field, and has staggered spin growing at rate χ. `singlet` omits the factor 1/√2, which leaves the block unchanged.

`rhf_global_min_iff` compares RHF only with this one-angle family of determinants; for U < −2t, putting both electrons in a suitably polarised orbital gives a lower energy. U may be any real number; repulsion is the case U > 0. The odd ionic singlet, outside the block, has energy U, which is above E_S.

`energy_eq` and `staggeredSpin_eq` carry out the trigonometry, and `rhf_curvature` and `rhf_global_min_iff` follow the steps above. In `isRHFResponse_iff`, one direction differentiates the stationarity condition and uses uniqueness of derivatives; the other builds the branch with the inverse function theorem. `hubbard_singlet_triplet` checks the block and the triplet entry by entry. `singletEnergy_isLeast` supplies the eigenvector (2t, −E_S) and bounds every eigenvalue through the secular equation. The last theorem combines the response, its limit from below and the sign of E_S.

In a coupled-perturbed Hartree–Fock code, the Fermi-contact part of a coupling requires solving a linear system with the triplet orbital Hessian. In this one-parameter model that Hessian is the single number 2t − U. A stability analysis looks for its lowest eigenvalue; a value near zero warns that a huge coupling may come from the RHF reference and not from a small exact gap.
